# With quadratic fragment energies and $I > A$, a fractional charge transfer from donor to acceptor at infinite separation can lower the energy exactly when the summed curvature coefficient exceeds $I - A$

To compare fractional charge transfers between a donor and an acceptor at infinite separation, the model used here assigns each fragment an energy at fractional electron number. That energy is postulated: between two neighbouring integers it is the straight line through the integer energies plus a quadratic deviation that vanishes at both ends. The exact ground-state energy at zero temperature follows the straight line. Approximate density functionals usually do not, and one coefficient per fragment stands for their deviation. No functional is evaluated and no density appears, so the coefficients are inputs.

Let $I$ be the ionization energy of the donor, $A$ the electron affinity of the acceptor, $K$ the sum of the two coefficients and $q$ the transferred charge in units of one electron, with $0 \le q \le 1$. Measured from the neutral fragments, the energy is

$$E(q) = (I-A)\,q - K\,q(1-q).$$

The condition $I > A$ says that moving a whole electron from the donor to the acceptor at infinite separation costs energy. Under this condition the minimum lies at $q=0$ for $K \le I-A$ and at a fractional charge for larger $K$. Within this two-fragment quadratic model, the result shows how a convex deviation from the straight line can make an approximate functional dissociate a pair into fractionally charged fragments.

## The energy of one fragment and of the pair

```lean
import Mathlib

open Set

namespace DissociatedPairCharge

noncomputable section
```

The first line loads the mathematical library Mathlib. Opening `Set` makes the short names for intervals available: `Icc 0 1` is the closed interval $[0,1]$, and `Ioo 0 (1/2)` is the open interval $(0,1/2)$.

```lean
/-- Energy of a fragment holding a fraction `x` of an electron between two integer electron
numbers with energies `E₀` and `E₁`; `c` measures the deviation from the straight line. -/
def fragmentEnergy (E₀ E₁ c x : ℝ) : ℝ :=
  (1 - x) * E₀ + x * E₁ - c * x * (1 - x)
```

This defines a function of four real numbers. In ordinary notation,

$$e(x) = (1-x)E_0 + xE_1 - c\,x(1-x),$$

where $x$ is the fraction of an electron added to the lower integer, and $E_0$ and $E_1$ are the energies at the two integers. Since $e''(x) = 2c$, the coefficient $c$ is half the second derivative. For $0<x<1$, a positive $c$ gives a convex curve below the straight line, a negative $c$ a concave curve above it, and $c=0$ the line itself. The definition does not restrict $x$ to $[0,1]$; the theorems impose the range where they need it.

```lean
/-- Energy of a donor and an acceptor at infinite separation after the charge `q` has passed
from the donor (cation energy `Dc`, neutral energy `Dn`) to the acceptor (neutral energy `An`,
anion energy `Aa`). -/
def pairEnergy (Dc Dn An Aa c d q : ℝ) : ℝ :=
  fragmentEnergy Dc Dn c (1 - q) + fragmentEnergy An Aa d q
```

The donor has energy $D_c$ as a cation and $D_n$ when neutral; the acceptor has $A_n$ when neutral and $A_a$ as an anion. After the transfer of $q$, the donor still holds the fraction $1-q$ of its last electron, and the acceptor holds the fraction $q$ of an extra one. This is why the first term is evaluated at `1 - q` and the second at `q`. The coefficients $c$ and $d$ belong to the donor and the acceptor. The two energies are simply added, because fragments at infinite separation do not interact.

```lean
/-- Energy of transferring the charge `q`, for donor ionization energy `I`, acceptor electron
affinity `A` and summed curvature coefficient `K`. -/
def transferEnergy (I A K q : ℝ) : ℝ :=
  (I - A) * q - K * q * (1 - q)
```

This is $E(q)$ as given above. Here `I`, `A` and `K` are arbitrary real numbers, and their physical meaning enters through the theorem that connects this function to the pair energy.

```lean
/-- The charge `(K - I + A) / (2 K)`, at which the transfer energy is stationary if `K ≠ 0`. -/
def fractionalCharge (I A K : ℝ) : ℝ :=
  (K - I + A) / (2 * K)
```

Write $q^* = (K-I+A)/(2K)$ for this charge. It is the zero of $E'(q) = I - A - K + 2Kq$ when $K \neq 0$. Being stationary does not make it the minimizer on $[0,1]$: for $0<K<I-A$ it is negative, and for $K<0$ it is a maximum.

```lean
/-- The energy of the separated pair is that of the neutral fragments plus the transfer energy,
in which the curvature coefficients of the two fragments add. -/
theorem pairEnergy_eq (Dc Dn An Aa c d q : ℝ) :
    pairEnergy Dc Dn An Aa c d q =
      (Dn + An) + transferEnergy (Dc - Dn) (An - Aa) (c + d) q := by
  unfold pairEnergy fragmentEnergy transferEnergy
  ring
```

The theorem says that the pair energy is the neutral energy $D_n + A_n$ plus $E(q)$, with $I = D_c - D_n$, $A = A_n - A_a$ and $K = c+d$. To check it by hand, insert the arguments:

$$\begin{aligned}
&qD_c + (1-q)D_n - c\,q(1-q) + (1-q)A_n + qA_a - d\,q(1-q)\\
&\quad= D_n + A_n + q\,[(D_c-D_n)-(A_n-A_a)] - (c+d)\,q(1-q).
\end{aligned}$$

In the proof, `unfold` replaces the three names by their definitions, and `ring` verifies the resulting polynomial identity. Only the sum $c+d$ survives, so a convex donor and a concave acceptor can compensate each other in this energy.

## Small curvature: every transfer costs energy

```lean
/-- If `I > A` and the summed curvature coefficient is at most `I - A`, every nonzero charge
transfer up to one electron costs energy. -/
theorem transferEnergy_pos {I A K q : ℝ} (hIA : A < I) (hK : K ≤ I - A)
    (hq : 0 < q) (hq1 : q ≤ 1) : 0 < transferEnergy I A K q := by
  have h1 : 0 ≤ (I - A - K) * (1 - q) := mul_nonneg (by linarith) (by linarith)
  have h2 : 0 < (I - A) * q := mul_pos (by linarith) hq
  -- factor out the charge; the remaining factor is positive
  have h3 : transferEnergy I A K q = q * ((I - A - K) * (1 - q) + (I - A) * q) := by
    unfold transferEnergy
    ring
  rw [h3]
  exact mul_pos hq (by linarith)
```

The hypotheses are $A<I$, $K \le I-A$ and $0<q\le 1$, and the conclusion is $E(q)>0$. Names such as `hIA` and `hK` label the hypotheses so that the proof can refer to them. There is no lower bound on $K$, so the straight-line case and concave deviations are included.

By hand, take out a factor $q$ and split $I-A$ into $(I-A)(1-q)+(I-A)q$:

$$E(q) = q\,[(I-A)-K(1-q)] = q\,[(I-A-K)(1-q) + (I-A)q].$$

The first term in the bracket is non-negative and the second is positive. These are the facts `h1` and `h2`, and `h3` is the factorization. The tactic `linarith` supplies the linear inequalities, and `mul_pos` concludes that a product of two positive numbers is positive.

## Completing the square

```lean
/-- For nonzero curvature the transfer energy is a parabola centred at the fractional charge. -/
theorem transferEnergy_eq_sq {I A K : ℝ} (hK : K ≠ 0) (q : ℝ) :
    transferEnergy I A K q =
      K * (q - fractionalCharge I A K) ^ 2 - (K - I + A) ^ 2 / (4 * K) := by
  unfold transferEnergy fractionalCharge
  field_simp
  ring
```

For $K\neq 0$ the theorem states

$$E(q) = K(q-q^*)^2 - \frac{(K-I+A)^2}{4K}.$$

By hand, collect powers of $q$ to get $E(q) = Kq^2 - (K-I+A)q$. Expanding the square gives $K(q-q^*)^2 = Kq^2 - (K-I+A)q + (K-I+A)^2/(4K)$, and subtracting the last term gives the claim. In Lean, `field_simp` clears the denominators, using $K\ne0$, and `ring` compares what remains.

## The minimizing charge in both cases

```lean
/-- For `I > A`, the unique minimizer of the transfer energy on `[0, 1]` is `q = 0` when
`K ≤ I - A`; when `K > I - A` it is `(K - I + A) / (2 K)`, strictly between `0` and `1/2`. -/
theorem minimizer_transferEnergy {I A : ℝ} (hIA : A < I) (K : ℝ) :
    (K ≤ I - A → ∀ q ∈ Icc (0 : ℝ) 1,
      (IsMinOn (transferEnergy I A K) (Icc 0 1) q ↔ q = 0)) ∧
    (I - A < K → fractionalCharge I A K ∈ Ioo (0 : ℝ) (1 / 2) ∧
      ∀ q ∈ Icc (0 : ℝ) 1,
        (IsMinOn (transferEnergy I A K) (Icc 0 1) q ↔ q = fractionalCharge I A K)) := by
  have h0 : transferEnergy I A K 0 = 0 := by simp [transferEnergy]
  constructor
  · intro hK q hq
    rw [isMinOn_iff]
    constructor
    · intro h
      by_contra hne
      have hpos : 0 < q := lt_of_le_of_ne hq.1 (Ne.symm hne)
      have h1 := transferEnergy_pos hIA hK hpos hq.2
      have h2 := h 0 ⟨le_refl _, zero_le_one⟩
      linarith
    · intro h x hx
      rw [h, h0]
      rcases eq_or_lt_of_le hx.1 with h1 | h1
      · rw [← h1, h0]
      · exact (transferEnergy_pos hIA hK h1 hx.2).le
  · intro hK
    have hKpos : 0 < K := by linarith
    have hmem : fractionalCharge I A K ∈ Ioo (0 : ℝ) (1 / 2) := by
      unfold fractionalCharge
      constructor
      · exact div_pos (by linarith) (by linarith)
      · rw [div_lt_iff₀ (by linarith)]
        linarith
    refine ⟨hmem, fun q _ => ?_⟩
    rw [isMinOn_iff]
    constructor
    · intro h
      -- compare with the vertex of the parabola
      have h1 := h (fractionalCharge I A K) ⟨hmem.1.le, by linarith [hmem.2]⟩
      rw [transferEnergy_eq_sq hKpos.ne' q,
        transferEnergy_eq_sq hKpos.ne' (fractionalCharge I A K)] at h1
      by_contra hne
      have h2 : 0 < (q - fractionalCharge I A K) ^ 2 :=
        pow_pos_of_ne (sub_ne_zero.mpr hne)
      have h3 := mul_pos hKpos h2
      have h4 : K * (fractionalCharge I A K - fractionalCharge I A K) ^ 2 = 0 := by ring
      linarith
    · intro h x _
      rw [h, transferEnergy_eq_sq hKpos.ne' x,
        transferEnergy_eq_sq hKpos.ne' (fractionalCharge I A K)]
      have h3 := mul_nonneg hKpos.le (sq_nonneg (x - fractionalCharge I A K))
      have h4 : K * (fractionalCharge I A K - fractionalCharge I A K) ^ 2 = 0 := by ring
      linarith
where
  pow_pos_of_ne {x : ℝ} (hx : x ≠ 0) : 0 < x ^ 2 := by positivity
```

The statement has two parts joined by `∧`, "and", both under the assumption $I>A$.

- If $K\le I-A$, a charge $q$ in $[0,1]$ minimizes $E$ on $[0,1]$ if and only if $q=0$.
- If $K>I-A$, then $0<q^*<1/2$, and a charge $q$ in $[0,1]$ minimizes $E$ on $[0,1]$ if and only if $q=q^*$.

The "if and only if", written `↔`, carries both existence and uniqueness: the named charge is a minimizer, and no other charge in the interval is.

The predicate `IsMinOn f s q` means that $f(q)\le f(x)$ for all $x$ in $s$. It does not require $q$ itself to lie in $s$, and this is easily overlooked when such a statement is written. Without the condition `q ∈ Icc (0 : ℝ) 1`, the first part would be false. For $K=0$ and $q=-1$, for instance, $E(-1)=-(I-A)$ lies below every value on $[0,1]$, so $-1$ would count as a minimizer.

For the first part, note that $E(0)=0$, which is `h0`. If a minimizer $q$ were nonzero, it would be positive, and the previous positivity result would give $E(q)>0=E(0)$, a contradiction. Conversely, every $x$ in $[0,1]$ is either $0$, where the energy is $0$, or positive, where the energy is positive. Hence $q=0$ is a minimizer. The command `by_contra` begins the argument by contradiction, and `rcases` splits the two possibilities for $x$.

For the second part, $K>I-A>0$. The numerator $K-I+A$ is positive, so $q^*>0$. It is also smaller than $K$, because $I>A$, so $q^*<1/2$. These bounds are stored as `hmem`. The completed square then gives

$$E(x)-E(q^*) = K(x-q^*)^2 \ge 0,$$

with equality only at $x=q^*$. The proof uses this twice. If $q$ is a minimizer, comparing it with $q^*$ forces the square to vanish; if $q=q^*$, the non-negative square shows that no $x$ has lower energy. The auxiliary fact after `where` says that the square of a nonzero real number is positive.

## Energy gain and the range of charges

```lean
/-- When `K > I - A > 0`, the transfer energy at the fractional charge is `-(K - I + A)² / (4 K)`,
which is negative. -/
theorem transferEnergy_fractionalCharge {I A K : ℝ} (hIA : A < I) (hK : I - A < K) :
    transferEnergy I A K (fractionalCharge I A K) = -((K - I + A) ^ 2 / (4 * K)) ∧
      transferEnergy I A K (fractionalCharge I A K) < 0 := by
  have hKpos : 0 < K := by linarith
  have h1 : transferEnergy I A K (fractionalCharge I A K) =
      -((K - I + A) ^ 2 / (4 * K)) := by
    rw [transferEnergy_eq_sq hKpos.ne']
    ring
  have h2 : 0 < K - I + A := by linarith
  have h3 : 0 < (K - I + A) ^ 2 / (4 * K) := by positivity
  exact ⟨h1, by linarith⟩
```

For $K>I-A>0$, the energy at the minimum is

$$E(q^*) = -\frac{(K-I+A)^2}{4K} < 0.$$

This follows from the completed square at $q=q^*$, where the first term vanishes. The remaining fraction has a positive numerator and a positive denominator, which `positivity` confirms. In the model, the fractionally charged pair therefore lies below the neutral fragments by this amount.

```lean
/-- Every charge `q` strictly between `0` and `1/2` is the fractional charge for the curvature
coefficient `(I - A) / (1 - 2 q)`, which exceeds `I - A`. -/
theorem fractionalCharge_attained {I A q : ℝ} (hIA : A < I) (hq : 0 < q) (hq2 : q < 1 / 2) :
    I - A < (I - A) / (1 - 2 * q) ∧
      fractionalCharge I A ((I - A) / (1 - 2 * q)) = q := by
  have hd : 0 < 1 - 2 * q := by linarith
  have hD : 0 < I - A := by linarith
  have hK : 0 < (I - A) / (1 - 2 * q) := div_pos hD hd
  have hmul : (I - A) / (1 - 2 * q) * (1 - 2 * q) = I - A := div_mul_cancel₀ _ hd.ne'
  constructor
  · rw [lt_div_iff₀ hd]
    nlinarith [mul_pos hD hq]
  · unfold fractionalCharge
    rw [div_eq_iff (by positivity)]
    linear_combination hmul
```

Given any $q$ with $0<q<1/2$, the theorem names a coefficient for which $q$ is the fractional charge. Solving $q=(K-I+A)/(2K)$ for $K$ gives

$$2Kq = K-(I-A), \qquad K = \frac{I-A}{1-2q}.$$

Since $0<1-2q<1$, this $K$ exceeds $I-A$, so by the preceding minimization result $q$ is the minimizing charge. The fact `hmul` is the equation $K(1-2q)=I-A$, and `linear_combination hmul` derives the required equality from it. The interval $(0,1/2)$ is thus filled completely. The value $1/2$ is approached as $K$ grows but is not reached at any finite $K$.

## The criterion in terms of fragment energies

```lean
/-- For a donor whose ionization energy exceeds the acceptor's electron affinity, neutral
fragments minimize the energy of the separated pair over `[0, 1]` exactly when the summed
curvature coefficient is at most the difference of the two. -/
theorem neutral_dissociation_iff {Dc Dn An Aa : ℝ} (hIA : An - Aa < Dc - Dn) (c d : ℝ) :
    IsMinOn (pairEnergy Dc Dn An Aa c d) (Icc 0 1) 0 ↔
      c + d ≤ (Dc - Dn) - (An - Aa) := by
  have hmem : (0 : ℝ) ∈ Icc (0 : ℝ) 1 := ⟨le_refl _, zero_le_one⟩
  -- the constant energy of the neutral fragments does not affect the minimizer
  have hshift : IsMinOn (pairEnergy Dc Dn An Aa c d) (Icc 0 1) 0 ↔
      IsMinOn (transferEnergy (Dc - Dn) (An - Aa) (c + d)) (Icc 0 1) 0 := by
    simp only [isMinOn_iff, pairEnergy_eq, add_le_add_iff_left]
  rw [hshift]
  obtain ⟨hsmall, hlarge⟩ := minimizer_transferEnergy hIA (c + d)
  constructor
  · intro h
    by_contra hK
    obtain ⟨hpos, huniq⟩ := hlarge (not_le.mp hK)
    have h0 := (huniq 0 hmem).mp h
    linarith [hpos.1]
  · intro hK
    exact (hsmall hK 0 hmem).mpr rfl

end

end DissociatedPairCharge
```

The last theorem returns to the four integer energies. Assume $A_n-A_a<D_c-D_n$, which is $I>A$. Then $q=0$ minimizes the pair energy on $[0,1]$ if and only if

$$c+d \le (D_c-D_n)-(A_n-A_a).$$

By hand, the constant $D_n+A_n$ cancels from every comparison of energies, so the pair energy and $E$ have the same minimizers. This is `hshift`. If the inequality holds, the first case of the minimization theorem makes $q=0$ a minimizer. If it fails, the second case says that a minimizer must equal $q^*>0$, so $q=0$ cannot be one. `obtain` gives names to the two cases, and `.mp` and `.mpr` use an equivalence from left to right and from right to left.

The comparison covers transfer from the designated donor to the designated acceptor, up to one electron. Transfer in the opposite direction involves the donor's anion and the acceptor's cation, whose energies do not occur here. At finite distance the attraction between the charged fragments would add a further term to the energy.

```lean
#print axioms DissociatedPairCharge.transferEnergy_fractionalCharge
#print axioms DissociatedPairCharge.fractionalCharge_attained
#print axioms DissociatedPairCharge.neutral_dissociation_iff
```

```
'DissociatedPairCharge.transferEnergy_fractionalCharge' depends on axioms: [propext, Classical.choice, Quot.sound]
'DissociatedPairCharge.fractionalCharge_attained' depends on axioms: [propext, Classical.choice, Quot.sound]
'DissociatedPairCharge.neutral_dissociation_iff' depends on axioms: [propext, Classical.choice, Quot.sound]
```
